# For an idempotent matrix P, exp(tP) = 1 + (e^t − 1)P, and exp(−itP) has period 2π

Let P be a square complex matrix of finite size, and write 1 for the identity matrix of the same size. P is idempotent if P² = P. An orthogonal projector is idempotent and also Hermitian; the algebra below needs only the first property, so "projector" here means any idempotent matrix unless Hermiticity is mentioned.

The propagator of a time-independent Hamiltonian H at real time t is

U(t) = exp(−itH), with ħ = 1.

Taking H = P sets the two possible energies to 0 and 1. For H = εP with a real energy ε, the dimensionless t stands for ε × time/ħ. A state ψ is a column vector with ⟨ψ|ψ⟩ = 1, and p = ⟨ψ|P|ψ⟩ is the expectation value of P in it.

## From the power series to the return probability

If P² = P, then P³ = P²P = P, and likewise every positive power of P equals P. Only the zeroth term of the exponential series is different:

exp(tP) = 1 + Σ_{k≥1} (t^k/k!) P = 1 + (e^t − 1)P.

This holds for every complex t. Conversely, suppose that the formula holds for every complex t. At t = iπ and t = 2iπ it gives

exp(iπP) = 1 − 2P and exp(2iπP) = 1.

The second exponential is the square of the first, so 1 − 4P + 4P² = 1, and therefore P² = P.

Replacing t by −it, with t now real, gives the propagator:

U(t) = 1 + (e^(−it) − 1)P.

Time enters only through the phase e^(−it), so U(t + 2π) = U(t). If U(s) = U(t), subtraction leaves

(e^(−is) − e^(−it))P = 0.

For P ≠ 0 the phases must agree, which means that s and t differ by an integer multiple of 2π. At t = π the phase is −1 and U(π) = 1 − 2P, a reflection that reverses the sign of every vector in the range of P.

The amplitude for finding ψ again at time t is

⟨ψ|U(t)|ψ⟩ = 1 + (e^(−it) − 1)p = 1 + (cos t − 1)p − i p sin t.

For real p its squared modulus, which is the return probability when P is Hermitian, is

(1 + (cos t − 1)p)² + p² sin² t
= 1 − 2p(1 − p)(1 − cos t)
= 1 − 4p(1 − p) sin²(t/2),

where the last step uses 1 − cos t = 2 sin²(t/2).

The smallest nontrivial size is 1 × 1, where P is the number 0 or 1. For P = 1 the formula reads exp(t) = 1 + (e^t − 1), and the propagator is the phase e^(−it). For P = 0 the propagator is 1 at all times, which is why the exact list of coincidence times requires P ≠ 0. In both cases p(1 − p) = 0 and the state always returns with probability 1.

For a 2 × 2 instance, let every entry of P be 1/2 and let ψ = (1, 0). Each entry of P² is 1/4 + 1/4 = 1/2, and p = 1/2. At t = π/2 the phase is −i, so

U(π/2)ψ = ((1 − i)/2, −(1 + i)/2),

and the return probability is |(1 − i)/2|² = 1/2. At t = π the state is (0, −1) and the return probability is 0. Both values agree with 1 − sin²(t/2).

A finite, time-independent Hermitian Hamiltonian with exactly two distinct energies E₀ and E₁ can be written as H = E₀ · 1 + (E₁ − E₀)P, where P is the orthogonal projector onto the eigenspace of E₁. With ħ = 1, its propagator at time τ is e^(−iE₀τ) U((E₁ − E₀)τ), where U is the propagator of P found above. This closed form provides an exact reference for a numerical time-propagation routine.

## Matrices, propagator and a two-level example in Lean

The finite type `n` labels the basis states, and `Matrix n n ℂ` is the type of complex matrices on them.

```lean
import Mathlib

open Matrix

namespace ProjectorEvolution

noncomputable section

variable {n : Type*} [Fintype n] [DecidableEq n]
```

The definition of `propagator` accepts any matrix `H`, Hermitian or not. Its time argument is real and is converted to a complex number inside the exponent.

```lean
/-- The propagator `exp(-i t H)` of a Hamiltonian matrix `H` at real time `t`, with `ħ = 1`. -/
def propagator (H : Matrix n n ℂ) (t : ℝ) : Matrix n n ℂ :=
  NormedSpace.exp ((-(Complex.I * (t : ℂ))) • H)
```

The matrix used in the 2 × 2 instance is defined by its entries.

```lean
/-- The projector onto the equal superposition of the two basis states of a two-level system. -/
def plusProjector : Matrix (Fin 2) (Fin 2) ℂ :=
  !![1/2, 1/2; 1/2, 1/2]
```

## The exponential formula characterises idempotency

The first lemma says that P^(k+1) = P for every natural number k. The proof is by induction: the step writes the next power as P^(k+1) P, replaces the first factor by P, and uses P² = P.

```lean
/-- Every positive power of an idempotent matrix is the matrix itself. -/
theorem idempotent_pow_succ {P : Matrix n n ℂ} (hP : P * P = P) (k : ℕ) :
    P ^ (k + 1) = P := by
  induction k with
  | zero => simp
  | succ k ih => rw [pow_succ, ih, hP]
```

The next theorem is the exponential formula for complex `t`. In its proof, `hS` states that the matrix series converges to the exponential, and `hs` states the same for the scalar series of e^t. Multiplying the scalar series by P gives the right terms except at k = 0, where it has P instead of 1. Adding a series whose only nonzero term is 1 − P, at k = 0, corrects this. The termwise equality is `hf`, and uniqueness of the sum gives exp(tP) = e^t P + (1 − P), which `module` rearranges.

```lean
/-- The exponential of a multiple of an idempotent matrix is `exp(tP) = 1 + (e^t - 1) P`. -/
theorem exp_smul_idempotent {P : Matrix n n ℂ} (hP : P * P = P) (t : ℂ) :
    NormedSpace.exp (t • P) = 1 + (Complex.exp t - 1) • P := by
  -- the exponential series of the matrix; a norm is needed only for its convergence
  have hS : HasSum (fun k : ℕ => ((k.factorial : ℂ)⁻¹) • (t • P) ^ k)
      (NormedSpace.exp (t • P)) := by
    let _ : NormedRing (Matrix n n ℂ) := Matrix.linftyOpNormedRing
    let _ : NormedAlgebra ℂ (Matrix n n ℂ) := Matrix.linftyOpNormedAlgebra
    exact NormedSpace.exp_series_hasSum_exp' (𝕂 := ℂ) (t • P)
  -- the scalar series, multiplied by `P`, differs from it only in the zeroth term
  have hs : HasSum (fun k : ℕ => ((k.factorial : ℂ)⁻¹) • t ^ k) (Complex.exp t) := by
    rw [Complex.exp_eq_exp_ℂ]
    exact NormedSpace.exp_series_hasSum_exp' (𝕂 := ℂ) t
  have h := (hs.smul_const P).add (hasSum_ite_eq (0 : ℕ) (1 - P))
  have hf : ∀ k : ℕ, ((k.factorial : ℂ)⁻¹) • (t • P) ^ k
      = (((k.factorial : ℂ)⁻¹) • t ^ k) • P + if k = 0 then 1 - P else 0 := by
    intro k
    cases k with
    | zero => simp
    | succ k =>
      rw [smul_pow, idempotent_pow_succ hP, if_neg (Nat.succ_ne_zero k), add_zero, smul_assoc]
  simp only [hf] at hS
  rw [hS.unique h]
  module
```

The equivalence adds the converse. Here `h1` and `h2` are the formula at iπ and 2iπ. The exponential of the sum is split into a product, which is allowed because a matrix commutes with itself. The identity `e` writes P² − P as one quarter of the difference between the two sides of `h2`, so it vanishes.

```lean
/-- A matrix is idempotent exactly when `exp(tP) = 1 + (e^t - 1) P` for all complex `t`. -/
theorem idempotent_iff_exp_smul (P : Matrix n n ℂ) :
    P * P = P ↔ ∀ t : ℂ, NormedSpace.exp (t • P) = 1 + (Complex.exp t - 1) • P := by
  refine ⟨exp_smul_idempotent, fun h => ?_⟩
  -- compare the formula at `iπ`, squared, with the formula at `2iπ`
  have h1 := h (Real.pi * Complex.I)
  have h2 := h (Real.pi * Complex.I + Real.pi * Complex.I)
  rw [add_smul, Matrix.exp_add_of_commute _ _ (Commute.refl _), h1, Complex.exp_add,
    Complex.exp_pi_mul_I] at h2
  have e : P * P - P = (1 / 4 : ℂ) • ((1 + ((-1 : ℂ) - 1) • P) * (1 + ((-1 : ℂ) - 1) • P)
      - (1 + ((-1 : ℂ) * -1 - 1) • P)) := by
    simp only [mul_add, add_mul, mul_one, one_mul, smul_mul_assoc, mul_smul_comm]
    module
  exact sub_eq_zero.mp (by rw [e, h2, sub_self, smul_zero])
```

## Periodicity and the exact coincidence times

The propagator formula is the exponential formula with −it as its complex argument.

```lean
/-- The propagator of a projector Hamiltonian is `1 + (e^{-it} - 1) P`. -/
theorem propagator_eq {P : Matrix n n ℂ} (hP : P * P = P) (t : ℝ) :
    propagator P t = 1 + (Complex.exp (-(Complex.I * (t : ℂ))) - 1) • P :=
  exp_smul_idempotent hP _
```

`Function.Periodic (propagator P) (2 * Real.pi)` says that U(t + 2π) = U(t) for every real t. The proof shows that the two phases are equal, since their exponents differ by −1 times 2πi.

```lean
/-- The evolution generated by a projector Hamiltonian is periodic in time with period `2π`. -/
theorem propagator_periodic {P : Matrix n n ℂ} (hP : P * P = P) :
    Function.Periodic (propagator P) (2 * Real.pi) := by
  intro t
  have he : Complex.exp (-(Complex.I * ((t + 2 * Real.pi : ℝ) : ℂ)))
      = Complex.exp (-(Complex.I * (t : ℂ))) :=
    Complex.exp_eq_exp_iff_exists_int.mpr ⟨-1, by push_cast; ring⟩
  rw [propagator_eq hP, propagator_eq hP, he]
```

For P ≠ 0, the following theorem turns periodicity into an equivalence: U(s) = U(t) exactly when s = t + 2πk for some integer k. The forward direction follows the subtraction made above. The equality of exponentials supplies an integer with the opposite sign, hence the `-k` in the proof. The reverse direction applies the period k times.

```lean
/-- For a nonzero projector Hamiltonian, the propagators at two times coincide exactly when
the times differ by an integer multiple of `2π`. -/
theorem propagator_eq_iff {P : Matrix n n ℂ} (hP : P * P = P) (hP0 : P ≠ 0) (s t : ℝ) :
    propagator P s = propagator P t ↔ ∃ k : ℤ, s = t + k * (2 * Real.pi) := by
  constructor
  · intro h
    rw [propagator_eq hP, propagator_eq hP] at h
    -- since `P` is nonzero, the two phases must agree
    have h0 : (Complex.exp (-(Complex.I * (s : ℂ)))
        - Complex.exp (-(Complex.I * (t : ℂ)))) • P = 0 := by
      have h1 := sub_eq_zero.mpr h
      rw [← h1]
      module
    have h2 := sub_eq_zero.mp ((smul_eq_zero.mp h0).resolve_right hP0)
    obtain ⟨k, hk⟩ := Complex.exp_eq_exp_iff_exists_int.mp h2
    refine ⟨-k, Complex.ofReal_injective ?_⟩
    push_cast
    linear_combination Complex.I * hk
      + ((s : ℂ) - t + 2 * Real.pi * k) * Complex.I_sq
  · rintro ⟨k, rfl⟩
    exact (propagator_periodic hP).int_mul k t
```

## Reflection and return probability

At t = π the proof evaluates the phase as −1 and substitutes it into the propagator formula.

```lean
/-- After half a period the propagator of a projector Hamiltonian is the reflection `1 - 2P`. -/
theorem propagator_half_period {P : Matrix n n ℂ} (hP : P * P = P) :
    propagator P Real.pi = 1 - (2 : ℂ) • P := by
  have he : Complex.exp (-(Complex.I * (Real.pi : ℂ))) = -1 := by
    rw [Complex.exp_neg, mul_comm, Complex.exp_pi_mul_I]
    norm_num
  rw [propagator_eq hP, he]
  module
```

In the last general theorem, `star ψ ⬝ᵥ φ` is the inner product ⟨ψ|φ⟩ and `P *ᵥ ψ` is the matrix P acting on ψ. The hypothesis `hψ` is normalisation, and `hp` says that the expectation value of P is the real number `p`. For a Hermitian P, the expectation value is automatically real and lies between 0 and 1. For a non-Hermitian idempotent the reality of `p` is a genuine restriction, and even when it holds the evolution is not unitary, except at integer multiples of 2π; the identity for the squared modulus remains true, but its value need not be a probability.

The proof follows the calculation by hand. `he` expands the phase into cosine and sine, `ha` separates the amplitude into real and imaginary parts, and `hc` is the half-angle formula. The final `linear_combination` combines it with sin² t + cos² t = 1.

```lean
/-- For an idempotent `P` and a normalised `ψ` in which `P` has the real expectation value `p`, the
squared modulus of `⟨ψ|exp(-i t P)|ψ⟩` is `1 - 4 p (1 - p) sin²(t/2)`. -/
theorem return_probability {P : Matrix n n ℂ} (hP : P * P = P) (ψ : n → ℂ) (p : ℝ)
    (hψ : star ψ ⬝ᵥ ψ = 1) (hp : star ψ ⬝ᵥ (P *ᵥ ψ) = (p : ℂ)) (t : ℝ) :
    ‖star ψ ⬝ᵥ (propagator P t *ᵥ ψ)‖ ^ 2
      = 1 - 4 * p * (1 - p) * Real.sin (t / 2) ^ 2 := by
  have he : Complex.exp (-(Complex.I * (t : ℂ)))
      = (Real.cos t : ℂ) - (Real.sin t : ℂ) * Complex.I := by
    rw [show -(Complex.I * (t : ℂ)) = ((-t : ℝ) : ℂ) * Complex.I by push_cast; ring,
      Complex.exp_mul_I, ← Complex.ofReal_cos, ← Complex.ofReal_sin, Real.cos_neg, Real.sin_neg]
    push_cast
    ring
  -- the return amplitude, split into real and imaginary parts
  have ha : star ψ ⬝ᵥ (propagator P t *ᵥ ψ)
      = ((1 + (Real.cos t - 1) * p : ℝ) : ℂ) + ((-(Real.sin t) * p : ℝ) : ℂ) * Complex.I := by
    rw [propagator_eq hP, Matrix.add_mulVec, Matrix.one_mulVec, Matrix.smul_mulVec,
      dotProduct_add, dotProduct_smul, hψ, hp, smul_eq_mul, he]
    push_cast
    ring
  rw [ha, Complex.sq_norm, Complex.normSq_add_mul_I]
  have hc : Real.cos t = 1 - 2 * Real.sin (t / 2) ^ 2 := by
    have h1 := Real.cos_two_mul (t / 2)
    rw [show 2 * (t / 2) = t by ring] at h1
    linarith [Real.sin_sq_add_cos_sq (t / 2)]
  linear_combination p ^ 2 * Real.sin_sq_add_cos_sq t + 2 * p * (1 - p) * hc
```

The 2 × 2 example meets the conditions used above: `plusProjector` is idempotent and nonzero, and the first basis state is normalised with expectation value 1/2. The matrix is also different from the identity, so the example is not one of the two trivial projectors. The proof computes the entries.

```lean
/-- The projector onto the equal superposition is idempotent and neither zero nor the identity,
and the first basis state is normalised and gives it the expectation value `1/2`. -/
theorem plusProjector_witness :
    plusProjector * plusProjector = plusProjector ∧ plusProjector ≠ 0 ∧ plusProjector ≠ 1 ∧
      star ![(1 : ℂ), 0] ⬝ᵥ ![(1 : ℂ), 0] = 1 ∧
      star ![(1 : ℂ), 0] ⬝ᵥ (plusProjector *ᵥ ![(1 : ℂ), 0]) = ((1 / 2 : ℝ) : ℂ) := by
  refine ⟨?_, ?_, ?_, ?_, ?_⟩
  · ext i j
    fin_cases i <;> fin_cases j <;>
      norm_num [plusProjector, Matrix.mul_apply, Fin.sum_univ_two]
  · intro h
    have h1 := congrFun (congrFun h 0) 0
    simp [plusProjector] at h1
  · intro h
    have h1 := congrFun (congrFun h 0) 1
    simp [plusProjector] at h1
  · simp [dotProduct, Fin.sum_univ_two]
  · simp [plusProjector, dotProduct, Matrix.mulVec, Fin.sum_univ_two]

end

end ProjectorEvolution
```

```lean
#print axioms ProjectorEvolution.idempotent_iff_exp_smul
#print axioms ProjectorEvolution.propagator_eq_iff
#print axioms ProjectorEvolution.propagator_half_period
#print axioms ProjectorEvolution.return_probability
```

```
'ProjectorEvolution.idempotent_iff_exp_smul' depends on axioms: [propext, Classical.choice, Quot.sound]
'ProjectorEvolution.propagator_eq_iff' depends on axioms: [propext, Classical.choice, Quot.sound]
'ProjectorEvolution.propagator_half_period' depends on axioms: [propext, Classical.choice, Quot.sound]
'ProjectorEvolution.return_probability' depends on axioms: [propext, Classical.choice, Quot.sound]
```
